# For a complex square matrix A, exp(tA) tends to zero as t → +∞ exactly when every eigenvalue of A has negative real part

After linearising a set of rate equations about a steady state, one computes the eigenvalues of the Jacobian $A$ and checks the signs of their real parts. If all are negative, every solution of the linearised equation $\dot x = Ax$ dies out. When $A$ has a full set of eigenvectors this is immediate, since each component along an eigenvector is multiplied by $e^{\mu t}$. A defective matrix has too few eigenvectors for that argument, and powers of $t$ appear beside the exponentials. The criterion holds there too.

The same test applies to a finite, time-independent, non-Hermitian effective Hamiltonian $H$ with $A=-iH/\hbar$: all amplitudes decay from every initial state exactly when every eigenvalue of $H$ has negative imaginary part, even at an exceptional point, where eigenvectors coalesce.

The index type `n` labels the components of the state and is finite. The norm opened here supplies the setting for the exponential series; convergence of a matrix amounts to convergence of each entry.

```lean
import Mathlib

open Matrix Filter Topology
open scoped Matrix.Norms.Operator

namespace PropagatorDecay

noncomputable section

variable {n : Type*} [Fintype n] [DecidableEq n]
```

## The propagator

The solution of $\dot x = Ax$ with $x(0)=v$ is $x(t)=e^{tA}v$. Time is a real number, converted to a complex one so that it can multiply the complex matrix $A$. Time and the entries of $A$ are plain numbers here, expressed in consistent units.

```lean
/-- The propagator `exp(tA)` of the linear equation of motion `x' = A x`. -/
def propagator (A : Matrix n n ℂ) (t : ℝ) : Matrix n n ℂ :=
  NormedSpace.exp ((t : ℂ) • A)
```

## A series that stops

Let $N$ be a matrix, $c$ a complex number and $v$ a vector with $N^k v=0$. For $j\ge k$ write $j=m+k$; then $N^jv=N^m(N^kv)=0$. The exponential series applied to $v$ is therefore a finite sum:

$$e^{cN}v=\sum_{j=0}^{k-1}\frac{c^j}{j!}\,N^jv .$$

Only $v$ has to be annihilated by $N^k$; the matrix $N$ itself need not be nilpotent.

In the proof, `hs` is the convergent matrix series. The map `L`, which sends a matrix $M$ to $Mv$, is additive and continuous, so it can be applied term by term, giving `hv`. The last lines split the exponent as above and use the uniqueness of the sum.

```lean
/-- If `N ^ k` annihilates `v`, the exponential series of `cN` applied to `v` stops
after `k` terms. -/
theorem exp_mulVec_of_pow_mulVec_eq_zero (N : Matrix n n ℂ) (k : ℕ) (v : n → ℂ)
    (h : (N ^ k) *ᵥ v = 0) (c : ℂ) :
    NormedSpace.exp (c • N) *ᵥ v =
      ∑ j ∈ Finset.range k, (c ^ j / (j.factorial : ℂ)) • ((N ^ j) *ᵥ v) := by
  have hs : HasSum (fun j : ℕ => ((j.factorial : ℂ)⁻¹) • (c • N) ^ j)
      (NormedSpace.exp (c • N)) := by
    exact NormedSpace.exp_series_hasSum_exp' (𝕂 := ℂ) (c • N)
  -- apply the series to the vector `v`
  let L : Matrix n n ℂ →+ (n → ℂ) :=
    { toFun := fun M => M *ᵥ v
      map_zero' := Matrix.zero_mulVec v
      map_add' := fun M M' => Matrix.add_mulVec M M' v }
  have hL : Continuous L := Continuous.matrix_mulVec continuous_id continuous_const
  have e : (fun j : ℕ => (c ^ j / (j.factorial : ℂ)) • ((N ^ j) *ᵥ v)) =
      L ∘ (fun j : ℕ => ((j.factorial : ℂ)⁻¹) • (c • N) ^ j) := by
    funext j
    change _ = (((j.factorial : ℂ)⁻¹) • (c • N) ^ j) *ᵥ v
    rw [smul_pow, smul_smul, Matrix.smul_mulVec, div_eq_inv_mul]
  have hv : HasSum (fun j : ℕ => (c ^ j / (j.factorial : ℂ)) • ((N ^ j) *ᵥ v))
      (NormedSpace.exp (c • N) *ᵥ v) := by
    rw [e]
    exact hs.map L hL
  -- all terms from the `k`-th on vanish
  refine hv.unique (hasSum_sum_of_ne_finset_zero fun j hj => ?_)
  have hkj : k ≤ j := by simpa using hj
  obtain ⟨m, rfl⟩ := Nat.exists_eq_add_of_le' hkj
  rw [pow_add N m k, ← Matrix.mulVec_mulVec, h, Matrix.mulVec_zero, smul_zero]
```

## Exponential times polynomial

Now take $N=A-\mu$, where $\mu$ stands for $\mu$ times the identity matrix, and suppose $(A-\mu)^kv=0$. A non-zero $v$ of this kind is a generalised eigenvector. Split the exponent as

$$tA=t\mu\,\mathbb 1+t(A-\mu).$$

The two terms commute because the first is a multiple of the identity, so the exponential factorises, and the previous result with $c=t$ gives

$$e^{tA}v=e^{t\mu}\sum_{j=0}^{k-1}\frac{t^j}{j!}(A-\mu)^jv .$$

The three auxiliary facts `hsplit`, `hc` and `hexp` are the splitting, the commutation and the exponential of a multiple of the identity. The final rewriting puts them together.

```lean
/-- A generalised eigenvector evolves as `exp(μt)` times a polynomial in time. -/
theorem propagator_mulVec_generalized (A : Matrix n n ℂ) (μ : ℂ) (k : ℕ) (v : n → ℂ)
    (h : ((A - μ • (1 : Matrix n n ℂ)) ^ k) *ᵥ v = 0) (t : ℝ) :
    propagator A t *ᵥ v = Complex.exp (t * μ) •
      ∑ j ∈ Finset.range k, ((t : ℂ) ^ j / (j.factorial : ℂ)) •
        (((A - μ • (1 : Matrix n n ℂ)) ^ j) *ᵥ v) := by
  have hsplit : (t : ℂ) • A = ((t : ℂ) * μ) • (1 : Matrix n n ℂ) +
      (t : ℂ) • (A - μ • (1 : Matrix n n ℂ)) := by
    rw [smul_sub, smul_smul]
    abel
  have hc : Commute (((t : ℂ) * μ) • (1 : Matrix n n ℂ))
      ((t : ℂ) • (A - μ • (1 : Matrix n n ℂ))) := (Commute.one_left _).smul_left _
  have hexp : NormedSpace.exp (((t : ℂ) * μ) • (1 : Matrix n n ℂ)) =
      Complex.exp (t * μ) • (1 : Matrix n n ℂ) := by
    have h1 := NormedSpace.algebraMap_exp_comm (𝔸 := Matrix n n ℂ) ((t : ℂ) * μ)
    rw [Algebra.algebraMap_eq_smul_one, Algebra.algebraMap_eq_smul_one,
      ← Complex.exp_eq_exp_ℂ] at h1
    exact h1.symm
  rw [propagator, hsplit, Matrix.exp_add_of_commute _ _ hc, hexp, smul_mul_assoc, one_mul,
    Matrix.smul_mulVec, exp_mulVec_of_pow_mulVec_eq_zero _ k v h]
```

## Damping against powers of time

Let $\operatorname{Re}\mu=-b$ with $b>0$. For $t\ge 0$,

$$\left|e^{t\mu}\frac{t^j}{j!}\right|=\frac{t^je^{-bt}}{j!}=\frac{(bt)^je^{-bt}}{b^j\,j!}.$$

With $x=bt>0$, a single term of the exponential series gives $e^x\ge x^{j+1}/(j+1)!$, hence $x^je^{-x}\le (j+1)!/x$, which tends to zero. Each coefficient in the finite sum above therefore vanishes at late times.

The code takes the limit of $x^je^{-x}$ from Mathlib, substitutes $x=bt$, and checks that the norms agree after the rescaling by $b^j\,j!$.

```lean
/-- Exponential damping beats every power of time. -/
theorem tendsto_exp_mul_pow (μ : ℂ) (hμ : μ.re < 0) (j : ℕ) :
    Tendsto (fun t : ℝ => Complex.exp (t * μ) * ((t : ℂ) ^ j / (j.factorial : ℂ)))
      atTop (𝓝 0) := by
  obtain ⟨b, hb⟩ : ∃ b : ℝ, μ.re = -b := ⟨-μ.re, by ring⟩
  have hb0 : 0 < b := by linarith
  have h1 : Tendsto (fun t : ℝ => ‖(b * t) ^ j * Real.exp (-(b * t))‖ *
      (b ^ j * (j.factorial : ℝ))⁻¹) atTop (𝓝 0) := by
    have h2 := (((Real.tendsto_pow_mul_exp_neg_atTop_nhds_zero j).comp
      (tendsto_id.const_mul_atTop hb0)).norm).mul_const (b ^ j * (j.factorial : ℝ))⁻¹
    rw [norm_zero, zero_mul] at h2
    exact h2
  refine tendsto_zero_iff_norm_tendsto_zero.2 (h1.congr fun t => ?_)
  have hf : (j.factorial : ℝ) ≠ 0 := by exact_mod_cast j.factorial_ne_zero
  have hbj : b ^ j ≠ 0 := pow_ne_zero _ hb0.ne'
  have ht : t * -b = -(b * t) := by ring
  rw [norm_mul, norm_mul, Complex.norm_exp, Complex.re_ofReal_mul, hb, ht, norm_div,
    norm_pow, norm_pow, norm_mul, Complex.norm_real, Complex.norm_natCast,
    Real.norm_of_nonneg hb0.le, Real.norm_of_nonneg (Real.exp_pos _).le, mul_pow]
  field_simp
```

## From trajectories to the matrix

If $e^{tA}\to0$, then $e^{tA}v\to0$ for each fixed $v$, because multiplication by $v$ is continuous. Conversely, let $e_j$ be the $j$-th basis state. Its trajectory is the $j$-th column of the propagator:

$$(e^{tA})_{ij}=(e^{tA}e_j)_i .$$

If all trajectories decay, every entry decays, and so does the matrix. In Lean the basis state is `Pi.single j 1`, and the first two uses of `tendsto_pi_nhds` reduce matrix convergence to its entries.

```lean
/-- The propagator tends to zero exactly when the trajectory from every initial state does. -/
theorem tendsto_propagator_iff_trajectories (A : Matrix n n ℂ) :
    Tendsto (propagator A) atTop (𝓝 0) ↔
      ∀ v : n → ℂ, Tendsto (fun t => propagator A t *ᵥ v) atTop (𝓝 0) := by
  constructor
  · intro h v
    have hc : Continuous (fun M : Matrix n n ℂ => M *ᵥ v) :=
      Continuous.matrix_mulVec continuous_id continuous_const
    have h1 := (hc.tendsto 0).comp h
    rw [Matrix.zero_mulVec] at h1
    exact h1
  · intro h
    -- the columns are the trajectories of the basis states
    refine tendsto_pi_nhds.2 fun i => tendsto_pi_nhds.2 fun j => ?_
    have h1 := tendsto_pi_nhds.1 (h (Pi.single j 1)) i
    refine h1.congr fun t => ?_
    simp
```

## Every generalised eigenvector leads to an eigenvector

The hypothesis of the criterion concerns true eigenvectors, while the decay estimate uses generalised ones. To connect them, let $v\neq0$ and $N^kv=0$, and follow the chain $v, Nv, N^2v,\dots$. It starts non-zero and reaches zero by step $k$, so it has a last non-zero member $w$, for which $Nw=0$. With $N=A-\mu$ this says $Aw=\mu w$.

The induction on $k$ walks along this chain: either $Nv=0$ and $v$ will do, or the argument is repeated for $Nv$ with one power fewer.

```lean
/-- A non-zero vector annihilated by a power of `N` yields a non-zero vector annihilated
by `N` itself. -/
theorem exists_kernel_vector (N : Matrix n n ℂ) (k : ℕ) (v : n → ℂ) (hv : v ≠ 0)
    (h : (N ^ k) *ᵥ v = 0) : ∃ w : n → ℂ, w ≠ 0 ∧ N *ᵥ w = 0 := by
  induction k generalizing v with
  | zero => exact absurd (by simpa using h) hv
  | succ k ih =>
    by_cases h0 : N *ᵥ v = 0
    · exact ⟨v, hv, h0⟩
    · exact ih (N *ᵥ v) h0 (by rw [Matrix.mulVec_mulVec, ← pow_succ]; exact h)
```

## The criterion in both directions

Suppose first that the propagator decays, and let $Av=\mu v$ with $v\ne0$. Then $e^{tA}v=e^{t\mu}v$. If $\operatorname{Re}\mu\ge0$, then for all $t\ge0$

$$\|e^{tA}v\|=e^{t\operatorname{Re}\mu}\|v\|\ge\|v\|>0,$$

which contradicts decay. So $\operatorname{Re}\mu<0$.

Suppose now that every eigenvalue has negative real part. Let $S$ be the set of initial states whose trajectories decay. It is a subspace, since

$$e^{tA}(\alpha v+\beta w)=\alpha\,e^{tA}v+\beta\,e^{tA}w$$

for complex $\alpha$ and $\beta$. If $v\neq0$ is a generalised eigenvector for $\mu$, the chain argument shows that $\mu$ is an eigenvalue, so $\operatorname{Re}\mu<0$, and each of the finitely many terms of $e^{tA}v$ tends to zero. Thus $S$ contains all generalised eigenvectors. These span the whole space of a complex matrix, so $S$ is the whole space, every trajectory decays, and the propagator decays with them.

```lean
/-- The propagator `exp(tA)` tends to zero at late times if and only if every eigenvalue
of `A` has negative real part. -/
theorem tendsto_propagator_iff (A : Matrix n n ℂ) :
    Tendsto (propagator A) atTop (𝓝 0) ↔
      ∀ (μ : ℂ) (v : n → ℂ), v ≠ 0 → A *ᵥ v = μ • v → μ.re < 0 := by
  rw [tendsto_propagator_iff_trajectories]
  constructor
  · intro h μ v hv hA
    by_contra hre
    have hre' : 0 ≤ μ.re := not_lt.1 hre
    have hk : ((A - μ • (1 : Matrix n n ℂ)) ^ 1) *ᵥ v = 0 := by
      rw [pow_one, Matrix.sub_mulVec, Matrix.smul_mulVec, Matrix.one_mulVec, hA, sub_self]
    have hn := (h v).norm
    rw [norm_zero] at hn
    -- an undamped eigenvector never gets shorter than it was at time zero
    have hle : ‖v‖ ≤ 0 := by
      refine ge_of_tendsto hn ((eventually_ge_atTop 0).mono fun t ht => ?_)
      have ev : propagator A t *ᵥ v = Complex.exp (t * μ) • v := by
        rw [propagator_mulVec_generalized A μ 1 v hk t]
        simp
      rw [ev, norm_smul, Complex.norm_exp, Complex.re_ofReal_mul]
      exact le_mul_of_one_le_left (norm_nonneg v) (Real.one_le_exp (mul_nonneg ht hre'))
    exact hv (norm_le_zero_iff.1 hle)
  · intro h
    -- the initial states whose trajectories decay form a subspace
    let S : Submodule ℂ (n → ℂ) :=
      { carrier := {v | Tendsto (fun t => propagator A t *ᵥ v) atTop (𝓝 0)}
        zero_mem' := by simp
        add_mem' := by
          intro v w hv hw
          simpa [Matrix.mulVec_add] using Tendsto.add hv hw
        smul_mem' := by
          intro c v hv
          simpa [Matrix.mulVec_smul] using Tendsto.const_smul hv c }
    -- it contains all generalised eigenspaces, and these span everything
    have hS : (⊤ : Submodule ℂ (n → ℂ)) ≤ S := by
      rw [← Module.End.iSup_maxGenEigenspace_eq_top (Matrix.toLin' A)]
      refine iSup_le fun μ v hv => ?_
      obtain ⟨k, hk⟩ := (Module.End.mem_maxGenEigenspace _ _ _).1 hv
      have hN : Matrix.toLin' A - μ • (1 : Module.End ℂ (n → ℂ)) =
          Matrix.toLin' (A - μ • (1 : Matrix n n ℂ)) :=
        LinearMap.ext fun w => by simp
      rw [hN, ← Matrix.toLin'_pow, Matrix.toLin'_apply] at hk
      by_cases hv0 : v = 0
      · rw [hv0]
        exact S.zero_mem
      obtain ⟨w, hw, hw0⟩ := exists_kernel_vector _ k v hv0 hk
      rw [Matrix.sub_mulVec, Matrix.smul_mulVec, Matrix.one_mulVec, sub_eq_zero] at hw0
      have hμ := h μ w hw hw0
      change Tendsto (fun t => propagator A t *ᵥ v) atTop (𝓝 0)
      simp_rw [propagator_mulVec_generalized A μ k v hk, Finset.smul_sum, smul_smul]
      rw [← Finset.sum_const_zero (s := Finset.range k)]
      refine tendsto_finsetSum _ fun j _ => ?_
      have h1 := (tendsto_exp_mul_pow μ hμ j).smul_const
        (((A - μ • (1 : Matrix n n ℂ)) ^ j) *ᵥ v)
      rw [zero_smul] at h1
      exact h1
    exact fun v => hS Submodule.mem_top
```

In words, `tendsto_propagator_iff` says that `propagator A` tends to the zero matrix as real time goes to $+\infty$ if and only if, for every complex `μ` and every non-zero vector `v` with `A *ᵥ v = μ • v`, the real part of `μ` is negative. The symbol `*ᵥ` is the matrix-vector product, `atTop` expresses late times, and `𝓝 0` expresses approach to zero. Eigenvalues enter through their eigenvectors, without a characteristic polynomial, and neither diagonalisability nor normality is assumed.

The theorem concerns a constant matrix of finite size. It gives no decay rate and no bound on how large the propagator becomes before it decays. For a nonlinear model it speaks only about the linearised equation.

### How spanning replaces the Jordan form

The proof of the second direction turns on `Module.End.iSup_maxGenEigenspace_eq_top`. For a linear map on a finite-dimensional space over an algebraically closed field such as $\mathbb C$, this Mathlib theorem says that the generalised eigenspaces together span everything. It is stated as an equality of subspaces: the supremum over all `μ` of the maximal generalised eigenspaces is `⊤`, the whole space.

A supremum of subspaces is the smallest subspace containing them all. To show that it lies inside `S`, it therefore suffices to show that each generalised eigenspace does, and this is what `iSup_le` provides. No Jordan basis is constructed and no initial state is decomposed into components; linearity has been used once and for all in showing that `S` is a subspace. The supremum also runs over numbers `μ` that are not eigenvalues. Their generalised eigenspaces contain only the zero vector, which the case `v = 0` takes care of.

## Transient growth in a Jordan block

The smallest defective case is

$$A=\begin{pmatrix}\mu&1\\0&\mu\end{pmatrix},\qquad A-\mu=\begin{pmatrix}0&1\\0&0\end{pmatrix}.$$

Here $(A-\mu)^2=0$ and $(A-\mu)(0,1)^{T}=(1,0)^{T}$. The formula with $k=2$ has two terms:

$$e^{tA}\begin{pmatrix}0\\1\end{pmatrix}=e^{t\mu}\left[\begin{pmatrix}0\\1\end{pmatrix}+t\begin{pmatrix}1\\0\end{pmatrix}\right]=e^{t\mu}\begin{pmatrix}t\\1\end{pmatrix}.$$

The theorem `jordan_block_trajectory` states this for every complex $\mu$ and every real $t$. Its proof computes $A-\mu$ entry by entry, checks that the square annihilates the vector, and evaluates the two-term sum.

```lean
/-- For a two-dimensional Jordan block, the state `(0, 1)` evolves into
`exp(μt) (t, 1)`. -/
theorem jordan_block_trajectory (μ : ℂ) (t : ℝ) :
    propagator !![μ, 1; 0, μ] t *ᵥ ![0, 1] = Complex.exp (t * μ) • ![(t : ℂ), 1] := by
  have hN : !![μ, 1; 0, μ] - μ • (1 : Matrix (Fin 2) (Fin 2) ℂ) = !![0, 1; 0, 0] := by
    ext i j
    fin_cases i <;> fin_cases j <;> simp
  rw [propagator_mulVec_generalized _ μ 2 _ (by
    rw [hN, pow_two]
    ext i
    fin_cases i <;> simp [Matrix.mulVec, dotProduct, Fin.sum_univ_succ]), hN]
  congr 1
  ext i
  fin_cases i <;> simp [Finset.sum_range_succ, Fin.sum_univ_succ]

end

end PropagatorDecay
```

Take $\mu=-0.1$ and read the components as deviations from a steady state in a linearised model. The state that starts at $(0,1)$ passes through these values:

| $t$ | first component $t\,e^{-0.1t}$ | second component $e^{-0.1t}$ |
|---|---|---|
| 0 | 0 | 1 |
| 10 | 3.68 | 0.368 |
| 50 | 0.337 | 0.00674 |
| 100 | 0.00454 | 0.0000454 |

The first component has derivative $(1-0.1t)e^{-0.1t}$, so it rises from zero to a peak of about 3.68 at $t=10$, more than three times the length of the initial vector $(0,1)$. The only eigenvalue is $-0.1$, and the criterion correctly predicts eventual decay, but a simulation stopped at $t=10$ would show a first component that has done nothing but grow. At $\mu=0$ the same state evolves as $(t,1)$ and grows without limit, although the only eigenvalue of the matrix is zero.

```lean
#print axioms PropagatorDecay.tendsto_propagator_iff
#print axioms PropagatorDecay.jordan_block_trajectory
```

```
'PropagatorDecay.tendsto_propagator_iff' depends on axioms: [propext, Classical.choice, Quot.sound]
'PropagatorDecay.jordan_block_trajectory' depends on axioms: [propext, Classical.choice, Quot.sound]
```
